# For a harmonic oscillator of unit mass and frequency and amplitude A, a velocity Verlet step 0 ≤ h ≤ 1 from the exact orbit errs by at most Ah³/2

The theorem `verlet_local_error` concerns a classical harmonic oscillator of unit mass and unit angular frequency, with force −q and amplitude A ≥ 0. It says that one velocity Verlet step of size h, with 0 ≤ h ≤ 1, started at any point of the exact orbit, ends within Ah³/2 of the exact state a time h later. The distance is the larger of the position error and the momentum error. The attempt writes each error as a weighted sum of A cos(t + φ) and A sin(t + φ), and uses Taylor remainder bounds for cos h and sin h to show that the sizes of the two weights add up to at most h³/2.

This version doesn't compile in Lean 4 with Mathlib:

```lean
import Mathlib

open Filter Topology

namespace VerletLocalError

noncomputable section

/-- One velocity Verlet step of size `h` for a particle of unit mass in the force field `F`,
acting on (position, momentum). -/
def velocityVerlet (F : ℝ → ℝ) (h : ℝ) (s : ℝ × ℝ) : ℝ × ℝ :=
  (s.1 + h * s.2 + h ^ 2 / 2 * F s.1,
    s.2 + h / 2 * (F s.1 + F (s.1 + h * s.2 + h ^ 2 / 2 * F s.1)))

/-- The oscillation with amplitude `A`, phase `φ` and unit angular frequency, as (position,
momentum). -/
def orbit (A φ t : ℝ) : ℝ × ℝ := (A * Real.cos (t + φ), -(A * Real.sin (t + φ)))

/-- If two numbers have size at most `M` and their weights have total size at most `K`, the
weighted sum has size at most `K M`. -/
theorem abs_combination_le {a b M K : ℝ} (c d : ℝ) (ha : |a| ≤ M) (hb : |b| ≤ M)
    (hK : |c| + |d| ≤ K) : |c * a + d * b| ≤ K * M := by
  refine (abs_add_le _ _).trans ?_
  rw [abs_mul, abs_mul]
  linarith [mul_le_mul_of_nonneg_left ha (abs_nonneg c),
    mul_le_mul_of_nonneg_left hb (abs_nonneg d),
    mul_le_mul_of_nonneg_right hK ((abs_nonneg a).trans ha)]

/-- For `0 ≤ h ≤ 1` and amplitude `A ≥ 0`, one velocity Verlet step misses the oscillator orbit
by at most `A h ^ 3 / 2`. -/
theorem verlet_local_error {A h : ℝ} (hA : 0 ≤ A) (hh : 0 ≤ h) (h1 : h ≤ 1) (φ t : ℝ) :
    ‖velocityVerlet (fun q => -q) h (orbit A φ t) - orbit A φ (t + h)‖ ≤ A / 2 * h ^ 3 := by
  have ha : |A * Real.cos (t + φ)| ≤ A := by
    rw [abs_mul, abs_of_nonneg hA]
    exact mul_le_of_le_one_right hA (Real.abs_cos_le_one _)
  have hb : |A * Real.sin (t + φ)| ≤ A := by
    rw [abs_mul, abs_of_nonneg hA]
    exact mul_le_of_le_one_right hA (Real.abs_sin_le_one _)
  -- Taylor remainders of cosine and sine
  have habs : |h| ≤ 1 := by rwa [abs_of_nonneg hh]
  have hc := Real.cos_bound habs
  have hs := Real.sin_bound habs
  rw [abs_of_nonneg hh, abs_le] at hc hs
  obtain ⟨hc1, hc2⟩ := hc
  obtain ⟨hs1, hs2⟩ := hs
  have p3 : 0 ≤ h ^ 3 := by positivity
  have h4 : h ^ 4 ≤ h ^ 3 := pow_le_pow_of_le_one hh h1 (by norm_num)
  have h5 : h ^ 5 ≤ h ^ 3 := pow_le_pow_of_le_one hh h1 (by norm_num)
  have small : ∀ c : ℝ, -(h ^ 3 / 4) ≤ c → c ≤ h ^ 3 / 4 → |c| ≤ h ^ 3 / 4 :=
    fun c l r => abs_le.mpr ⟨l, r⟩
  have q := abs_combination_le (K := h ^ 3 / 2) (1 - h ^ 2 / 2 - Real.cos h) (Real.sin h - h)
    ha hb (by linarith [small (1 - h ^ 2 / 2 - Real.cos h) (by linarith) (by linarith),
      small (Real.sin h - h) (by linarith) (by linarith)])
  have r := abs_combination_le (K := h ^ 3 / 2) (Real.sin h - h + h ^ 3 / 4)
    (Real.cos h - 1 + h ^ 2 / 2) ha hb
    (by linarith [small (Real.sin h - h + h ^ 3 / 4) (by linarith) (by linarith),
      small (Real.cos h - 1 + h ^ 2 / 2) (by linarith) (by linarith)])
  rw [show A / 2 * h ^ 3 = h ^ 3 / 2 * A by ring, Prod.norm_def, Real.norm_eq_abs,
    Real.norm_eq_abs]
  refine max_le (le_of_eq_of_le (congrArg abs ?_) q) (le_of_eq_of_le (congrArg abs ?_) r) <;>
  · simp only [velocityVerlet, orbit, Prod.fst_sub, Prod.snd_sub, add_right_comm t h φ,
      Real.cos_add (t + φ) h, Real.sin_add (t + φ) h]
    ring

end

end VerletLocalError
```

Messages:

```
Main.lean:53:11: error: unexpected token '('; expected ']'
Main.lean:52:14: error: linarith failed to find a contradiction
A h : ℝ
hA : 0 ≤ A
hh : 0 ≤ h
h1 : h ≤ 1
φ t : ℝ
ha : |A * Real.cos (t + φ)| ≤ A
hb : |A * Real.sin (t + φ)| ≤ A
habs : |h| ≤ 1
hc1 : -(h ^ 4 * (5 / 96)) ≤ Real.cos h - (1 - h ^ 2 / 2)
hc2 : Real.cos h - (1 - h ^ 2 / 2) ≤ h ^ 4 * (5 / 96)
hs1 : -(h ^ 5 / 100) ≤ Real.sin h - (h - h ^ 3 / 6)
hs2 : Real.sin h - (h - h ^ 3 / 6) ≤ h ^ 5 / 100
p3 : 0 ≤ h ^ 3
h4 : h ^ 4 ≤ h ^ 3
h5 : h ^ 5 ≤ h ^ 3
small : ∀ (c : ℝ), -(h ^ 3 / 4) ≤ c → c ≤ h ^ 3 / 4 → |c| ≤ h ^ 3 / 4
a✝ : h ^ 3 / 2 < |1 - h ^ 2 / 2 - Real.cos h| + |Real.sin h - h|
⊢ False
failed
Main.lean:32:90: error: unsolved goals
A h : ℝ
hA : 0 ≤ A
hh : 0 ≤ h
h1 : h ≤ 1
φ t : ℝ
ha : |A * Real.cos (t + φ)| ≤ A
hb : |A * Real.sin (t + φ)| ≤ A
habs : |h| ≤ 1
hc1 : -(h ^ 4 * (5 / 96)) ≤ Real.cos h - (1 - h ^ 2 / 2)
hc2 : Real.cos h - (1 - h ^ 2 / 2) ≤ h ^ 4 * (5 / 96)
hs1 : -(h ^ 5 / 100) ≤ Real.sin h - (h - h ^ 3 / 6)
hs2 : Real.sin h - (h - h ^ 3 / 6) ≤ h ^ 5 / 100
p3 : 0 ≤ h ^ 3
h4 : h ^ 4 ≤ h ^ 3
h5 : h ^ 5 ≤ h ^ 3
small : ∀ (c : ℝ), -(h ^ 3 / 4) ≤ c → c ≤ h ^ 3 / 4 → |c| ≤ h ^ 3 / 4
q : |(1 - h ^ 2 / 2 - Real.cos h) * (A * Real.cos (t + φ)) + (Real.sin h - h) * (A * Real.sin (t + φ))| ≤ h ^ 3 / 2 * A
⊢ ‖velocityVerlet (fun q => -q) h (orbit A φ t) - orbit A φ (t + h)‖ ≤ A / 2 * h ^ 3
```

What went wrong. The first error is one of layout. Inside a `by` block, the arguments of a function must stand to the right of the column where the block's tactics begin. In the proof of `q`, `linarith` begins at column 14, but its list of facts runs on to a new line where the argument after `small` opens at column 12. Lean therefore reads `small` as a complete term and expects `]`.

The other two errors follow. `linarith` runs without the intended bound on `|Real.sin h - h|`, so it cannot bound the sum, and the rest of the proof is never read, which leaves the main goal unsolved with `q` as the last fact.

The repair states the bounds beforehand as `r1` to `r4`. `linarith` finds them in the context, so `q` needs no list that runs over a line. The list in the proof of `r` had room enough, since its `linarith` begins at column 8, so recasting it the same way, with `r3` and `r4` in place of `small`, is tidying.

This version goes through:

```diff
@@ -47,13 +47,12 @@
   have h4 : h ^ 4 ≤ h ^ 3 := pow_le_pow_of_le_one hh h1 (by norm_num)
   have h5 : h ^ 5 ≤ h ^ 3 := pow_le_pow_of_le_one hh h1 (by norm_num)
-  have small : ∀ c : ℝ, -(h ^ 3 / 4) ≤ c → c ≤ h ^ 3 / 4 → |c| ≤ h ^ 3 / 4 :=
-    fun c l r => abs_le.mpr ⟨l, r⟩
+  have r1 : |1 - h ^ 2 / 2 - Real.cos h| ≤ h ^ 3 / 4 := abs_le.mpr ⟨by linarith, by linarith⟩
+  have r2 : |Real.sin h - h| ≤ h ^ 3 / 4 := abs_le.mpr ⟨by linarith, by linarith⟩
+  have r3 : |Real.sin h - h + h ^ 3 / 4| ≤ h ^ 3 / 4 := abs_le.mpr ⟨by linarith, by linarith⟩
+  have r4 : |Real.cos h - 1 + h ^ 2 / 2| ≤ h ^ 3 / 4 := abs_le.mpr ⟨by linarith, by linarith⟩
   have q := abs_combination_le (K := h ^ 3 / 2) (1 - h ^ 2 / 2 - Real.cos h) (Real.sin h - h)
-    ha hb (by linarith [small (1 - h ^ 2 / 2 - Real.cos h) (by linarith) (by linarith),
-      small (Real.sin h - h) (by linarith) (by linarith)])
+    ha hb (by linarith)
   have r := abs_combination_le (K := h ^ 3 / 2) (Real.sin h - h + h ^ 3 / 4)
-    (Real.cos h - 1 + h ^ 2 / 2) ha hb
-    (by linarith [small (Real.sin h - h + h ^ 3 / 4) (by linarith) (by linarith),
-      small (Real.cos h - 1 + h ^ 2 / 2) (by linarith) (by linarith)])
+    (Real.cos h - 1 + h ^ 2 / 2) ha hb (by linarith)
   rw [show A / 2 * h ^ 3 = h ^ 3 / 2 * A by ring, Prod.norm_def, Real.norm_eq_abs,
     Real.norm_eq_abs]
```
